# A two-site bond polaron with positive stiffness and hopping distorts at every nonzero coupling

Relaxing a structure that holds an excess electron begins with the choice of a starting distortion, and the final geometry may depend on that choice. For one electron on a dimer with equal site energies, whose hopping varies linearly with a classical harmonic bond coordinate, the ground state and the condition for a competing minimum at the opposite distortion can be found exactly. With stiffness $K>0$, bare hopping $t>0$ and real coupling $g$, the lowest energy is reached only at the distortion $x=g/K$, and its value is $-t-g^2/(2K)$ when the site energies are set to zero. However weak a nonzero coupling is, the undistorted dimer is not the ground state. A second, higher minimum at $-g/K$, where the hopping has changed sign, appears only when $g^2>Kt$, and a relaxation started on that side can end there.

In Lean 4 with Mathlib:

```lean
import Mathlib

open Matrix Topology

namespace BondPolaronDimer

noncomputable section
```

## One electron on a bond of variable length

Let $x$ be the bond distortion, measured from the equilibrium geometry without the electron. The hopping amplitude is $t+gx$, where $g$ is its first-order change with $x$. The two sites have equal energies, set to zero, so that the electronic Hamiltonian is

$$H(x)=\begin{pmatrix}0&-(t+gx)\\-(t+gx)&0\end{pmatrix}.$$

With this sign convention, positive hopping favours equal amplitudes on the two sites. The parameters are real numbers, and the matrix has complex entries. Sites are numbered 0 and 1.

```lean
/-- The electronic Hamiltonian of a dimer whose hopping amplitude `t + g x` is modulated by
the bond distortion `x`. -/
def hamiltonian (t g x : ℝ) : Matrix (Fin 2) (Fin 2) ℂ :=
  !![0, -((t + g * x : ℝ) : ℂ); -((t + g * x : ℝ) : ℂ), 0]
```

The electronic state is a pair of complex amplitudes $\psi=(\psi_0,\psi_1)$ with $|\psi_0|^2+|\psi_1|^2=1$. `Complex.normSq` is the squared modulus.

```lean
/-- The electron is found on one of the two sites with total probability one. -/
def IsNormalised (ψ : Fin 2 → ℂ) : Prop :=
  Complex.normSq (ψ 0) + Complex.normSq (ψ 1) = 1
```

The constant $K$ is the harmonic stiffness of the bond without the electron. Adding the elastic energy to the electronic expectation value gives

$$E_{\mathrm{tot}}(x,\psi)=\tfrac12Kx^2+\psi^\dagger H(x)\psi .$$

In the code, `star ψ ⬝ᵥ (hamiltonian t g x *ᵥ ψ)` is $\psi^\dagger H\psi$. Taking its real part loses nothing, because $H$ is Hermitian. The bond has no kinetic energy here, so zero-point motion and tunnelling between distortions are absent, as are spin, anharmonicity and a coupling to the site energies.

```lean
/-- Elastic energy of the bond plus the expectation value of the electronic Hamiltonian. -/
def totalEnergy (K t g x : ℝ) (ψ : Fin 2 → ℂ) : ℝ :=
  K * x ^ 2 / 2 + (star ψ ⬝ᵥ (hamiltonian t g x *ᵥ ψ)).re
```

The electron feels the bond through the coherence between the sites,

$$B=2\,\mathrm{Re}(\psi_0^*\psi_1).$$

```lean
/-- Twice the real part of the coherence between the two sites. -/
def bondCoherence (ψ : Fin 2 → ℂ) : ℝ := 2 * (star (ψ 0) * ψ 1).re
```

The eigenvalues of $H(x)$ are $\pm(t+gx)$, and the lower one is $-|t+gx|$. This suggests the adiabatic energy

$$E(x)=\tfrac12Kx^2-|t+gx| .$$

The definition records only the formula; its meaning as a minimum over electronic states is derived below.

```lean
/-- The adiabatic energy of the bond polaron as a function of the distortion `x`. -/
def adiabaticEnergy (K t g x : ℝ) : ℝ := K * x ^ 2 / 2 - |t + g * x|
```

## The adiabatic energy as a minimum over states

Multiplying out the expectation value gives

$$\psi^\dagger H\psi=-(t+gx)(\psi_0^*\psi_1+\psi_1^*\psi_0)=-(t+gx)B .$$

The proof expands the two-component sums with `simp` and compares the resulting polynomials with `ring`.

```lean
/-- The total energy is the elastic energy minus the product of the hopping amplitude `t + g x` and
the bond coherence. -/
theorem totalEnergy_eq (K t g x : ℝ) (ψ : Fin 2 → ℂ) :
    totalEnergy K t g x ψ = K * x ^ 2 / 2 - (t + g * x) * bondCoherence ψ := by
  simp [totalEnergy, hamiltonian, bondCoherence, dotProduct, Matrix.mulVec, Fin.sum_univ_two]
  ring
```

The coherence is bounded by two squares. For a normalised state,

$$|\psi_0\mp\psi_1|^2=|\psi_0|^2+|\psi_1|^2\mp B=1\mp B .$$

Hence $B=1-|\psi_0-\psi_1|^2=|\psi_0+\psi_1|^2-1$, and $-1\le B\le1$. In real and imaginary parts, each identity is the normalisation condition up to sign, which is what the two `linear_combination` steps say.

```lean
/-- For a normalised state the bond coherence is one minus the weight of the amplitude
difference, and also the weight of the amplitude sum minus one. -/
theorem bondCoherence_eq {ψ : Fin 2 → ℂ} (h : IsNormalised ψ) :
    bondCoherence ψ = 1 - Complex.normSq (ψ 0 - ψ 1) ∧
      bondCoherence ψ = Complex.normSq (ψ 0 + ψ 1) - 1 := by
  simp only [IsNormalised, Complex.normSq_apply] at h
  simp only [bondCoherence, Complex.normSq_apply, Complex.star_def, Complex.mul_re,
    Complex.conj_re, Complex.conj_im, Complex.sub_re, Complex.sub_im, Complex.add_re,
    Complex.add_im]
  constructor
  · linear_combination h
  · linear_combination -h
```

Now fix $x$ and write $u=t+gx$. If $u\ge0$, then $B\le1$ gives $-uB\ge-u$. If $u\le0$, then $B\ge-1$ gives $-uB\ge u$. In both cases $-uB\ge-|u|$, so $E_{\mathrm{tot}}(x,\psi)\ge E(x)$.

The bound is attained. With $|c|^2=\tfrac12$, the state $(c,c)$ has $B=1$ and serves for $u\ge0$, while $(c,-c)$ has $B=-1$ and serves for $u\le0$. The code takes $c=(1+i)/2$, which avoids a square root.

`IsLeast` combines the two statements: $E(x)$ is one of the total energies of normalised states at distortion $x$, and none of these energies is lower. The proof treats attainment first and the bound second, each split by the sign of the hopping.

```lean
/-- At fixed distortion, the adiabatic energy is the least total energy over all normalised
electronic states, and it is attained. -/
theorem adiabaticEnergy_isLeast (K t g x : ℝ) :
    IsLeast (totalEnergy K t g x '' {ψ | IsNormalised ψ}) (adiabaticEnergy K t g x) := by
  constructor
  · obtain ⟨c, hc⟩ : ∃ c : ℂ, Complex.normSq c = 1 / 2 :=
      ⟨⟨1 / 2, 1 / 2⟩, by norm_num [Complex.normSq_apply]⟩
    rcases le_total 0 (t + g * x) with hu | hu
    · -- positive hopping: equal amplitudes
      have hn : IsNormalised ![c, c] := by norm_num [IsNormalised, hc]
      have hB : bondCoherence ![c, c] = 1 := by
        rw [(bondCoherence_eq hn).1]; simp
      refine ⟨![c, c], hn, ?_⟩
      rw [totalEnergy_eq, hB, adiabaticEnergy, abs_of_nonneg hu]
      ring
    · -- negative hopping: opposite amplitudes
      have hn : IsNormalised ![c, -c] := by norm_num [IsNormalised, hc]
      have hB : bondCoherence ![c, -c] = -1 := by
        rw [(bondCoherence_eq hn).2]; simp
      refine ⟨![c, -c], hn, ?_⟩
      rw [totalEnergy_eq, hB, adiabaticEnergy, abs_of_nonpos hu]
      ring
  · rintro _ ⟨ψ, hψ, rfl⟩
    obtain ⟨h1, h2⟩ := bondCoherence_eq hψ
    have hle : 0 ≤ 1 - bondCoherence ψ := by linarith [Complex.normSq_nonneg (ψ 0 - ψ 1)]
    have hge : 0 ≤ 1 + bondCoherence ψ := by linarith [Complex.normSq_nonneg (ψ 0 + ψ 1)]
    rw [totalEnergy_eq, adiabaticEnergy]
    rcases le_total 0 (t + g * x) with hu | hu
    · rw [abs_of_nonneg hu]
      linarith [mul_nonneg hu hle]
    · rw [abs_of_nonpos hu]
      linarith [mul_nonneg (neg_nonneg.mpr hu) hge]
```

## Completing the square on both branches

Put $d=g/K$, so that $g=Kd$. At $x=d$ the hopping is $t+Kd^2>0$, and therefore

$$E(d)=\tfrac12Kd^2-t-Kd^2=-t-\tfrac12Kd^2=-t-\frac{g^2}{2K}.$$

For any other distortion, the energy difference depends on the sign of the hopping:

$$E(x)-E(d)=\begin{cases}\tfrac12K(x-d)^2,&t+gx\ge0,\\[2pt]\tfrac12K(x+d)^2+2t,&t+gx\le0.\end{cases}$$

The first expression is positive for $x\ne d$, and the second is at least $2t>0$. So $d$ is the only minimiser.

The theorem states the value at $g/K$ and the strict inequality at every other real $x$. The coupling may have either sign or vanish. The proof makes the same substitution $g=Kd$, and `nlinarith` receives the relevant square on each branch.

```lean
/-- For positive stiffness `K` and bare hopping `t`, the adiabatic energy equals
`-t - g²/(2K)` at the distortion `g/K` and is strictly higher at every other distortion. -/
theorem adiabaticEnergy_unique_min {K t : ℝ} (g : ℝ) (hK : 0 < K) (ht : 0 < t) :
    adiabaticEnergy K t g (g / K) = -t - g ^ 2 / (2 * K) ∧
      ∀ x, x ≠ g / K → adiabaticEnergy K t g (g / K) < adiabaticEnergy K t g x := by
  have hK0 : K ≠ 0 := hK.ne'
  obtain ⟨d, rfl⟩ : ∃ d, g = K * d := ⟨g / K, by field_simp⟩
  have hd : K * d / K = d := by field_simp
  have h2 : (K * d) ^ 2 / (2 * K) = K * d ^ 2 / 2 := by
    rw [div_eq_iff (by positivity)]; ring
  have hval : adiabaticEnergy K t (K * d) d = -t - K * d ^ 2 / 2 := by
    have hu : 0 ≤ t + K * d * d := by
      have : 0 ≤ K * d ^ 2 := by positivity
      nlinarith
    rw [adiabaticEnergy, abs_of_nonneg hu]; ring
  rw [hd, h2]
  refine ⟨hval, fun x hx => ?_⟩
  rw [hval, adiabaticEnergy]
  have hsq : 0 < (x - d) ^ 2 := by
    have := sub_ne_zero.mpr hx
    positivity
  -- complete the square on each sign branch of the hopping
  rcases le_total 0 (t + K * d * x) with hu | hu
  · rw [abs_of_nonneg hu]
    nlinarith [mul_pos hK hsq]
  · rw [abs_of_nonpos hu]
    nlinarith [mul_nonneg hK.le (sq_nonneg (x + d))]
```

## The joint ground state of electron and bond

When state and distortion vary together, the two bounds form a chain:

$$E_{\mathrm{tot}}(x,\psi)\ge E(x)\ge E(g/K)=-t-\frac{g^2}{2K}.$$

Equality at the ends forces $x=g/K$, by uniqueness. At that distortion

$$E_{\mathrm{tot}}(g/K,\psi)-E(g/K)=\left(t+\frac{g^2}{K}\right)(1-B).$$

The first factor is positive, so equality also forces $B=1$. Then $|\psi_0-\psi_1|^2=0$ and $\psi_0=\psi_1$. Conversely, equal amplitudes give $B=1$, and the energy has the stated value.

The theorem expresses this as a lower bound together with an "if and only if". In the proof, `hlow` is the first link of the chain, `hmin` the second, and `hz` the vanishing product. With normalisation, the electron has probability $\tfrac12$ on each site. The polaron is thus a distortion of the bond that leaves the charge evenly shared.

```lean
/-- For `K, t > 0`, the total energy of any normalised state at any distortion is at least
`-t - g²/(2K)`, with equality exactly at distortion `g/K` and equal site amplitudes. -/
theorem polaron_ground_state {K t : ℝ} (g x : ℝ) (hK : 0 < K) (ht : 0 < t)
    {ψ : Fin 2 → ℂ} (hψ : IsNormalised ψ) :
    -t - g ^ 2 / (2 * K) ≤ totalEnergy K t g x ψ ∧
      (totalEnergy K t g x ψ = -t - g ^ 2 / (2 * K) ↔ x = g / K ∧ ψ 0 = ψ 1) := by
  obtain ⟨hval, hmin⟩ := adiabaticEnergy_unique_min g hK ht
  have hlow : adiabaticEnergy K t g x ≤ totalEnergy K t g x ψ :=
    (adiabaticEnergy_isLeast K t g x).2 ⟨ψ, hψ, rfl⟩
  have hB := (bondCoherence_eq hψ).1
  have hu : 0 < t + g * (g / K) := by
    have h : g * (g / K) = g ^ 2 / K := by ring
    rw [h]; positivity
  have hval' := hval
  rw [adiabaticEnergy, abs_of_pos hu] at hval'
  refine ⟨?_, ?_, ?_⟩
  · by_cases hx : x = g / K
    · rw [hx] at hlow ⊢
      linarith
    · linarith [hmin x hx]
  · intro h
    have hx : x = g / K := by
      by_contra hx
      linarith [hmin x hx]
    refine ⟨hx, ?_⟩
    rw [totalEnergy_eq, hx] at h
    -- the hopping is positive, so the bond coherence must be maximal
    have hz : (t + g * (g / K)) * (1 - bondCoherence ψ) = 0 := by
      linear_combination h - hval'
    have h1 : 1 - bondCoherence ψ = 0 := (mul_eq_zero.mp hz).resolve_left hu.ne'
    have h0 : Complex.normSq (ψ 0 - ψ 1) = 0 := by linarith
    exact sub_eq_zero.mp (Complex.normSq_eq_zero.mp h0)
  · rintro ⟨hx, he⟩
    have h1 : bondCoherence ψ = 1 := by rw [hB, he]; simp
    rw [totalEnergy_eq, h1, hx]
    linarith
```

## Distortion without a threshold

For $t>0$ and small $x$ the hopping is positive, and

$$E(x)=-t-gx+\tfrac12Kx^2 .$$

The linear term is present for every $g\ne0$, so the undistorted dimer is not even stationary. Since $E(0)=-t$, the energy gained by full relaxation is

$$E(0)-E(g/K)=\frac{g^2}{2K}.$$

In the theorem, hypothesis `hx` says that $x$ is a global minimiser. The proof identifies it with $g/K$, which is nonzero when $g$ is, and inserts the two energies.

```lean
/-- For `K, t > 0` and any nonzero coupling, every minimiser of the adiabatic energy is
distorted and lies `g²/(2K)` below the undistorted dimer. -/
theorem no_threshold {K t g x : ℝ} (hK : 0 < K) (ht : 0 < t) (hg : g ≠ 0)
    (hx : ∀ y, adiabaticEnergy K t g x ≤ adiabaticEnergy K t g y) :
    x ≠ 0 ∧ adiabaticEnergy K t g x = adiabaticEnergy K t g 0 - g ^ 2 / (2 * K) := by
  obtain ⟨hval, hmin⟩ := adiabaticEnergy_unique_min g hK ht
  have hxe : x = g / K := by
    by_contra h
    linarith [hmin x h, hx (g / K)]
  have h0 : adiabaticEnergy K t g 0 = -t := by simp [adiabaticEnergy, abs_of_pos ht]
  rw [hxe, hval, h0]
  exact ⟨div_ne_zero hg hK.ne', rfl⟩
```

## When the reversed distortion becomes a local minimum

At $x=-d$ the hopping is $t-Kd^2=t-g^2/K$. Let $g\ne0$.

If $g^2>Kt$, this hopping is negative and stays negative in a neighbourhood. There

$$E(x)=\tfrac12K(x+d)^2+t-\tfrac12Kd^2,$$

so $-d$ is a local minimum. For $t>0$ it lies $2t$ above the ground state, and its electronic state has opposite amplitudes on the two sites. There the change $gx$ is larger in size than the bare hopping, so the model describes a real bond at this minimum only if the linear law holds that far.

If $g^2\le Kt$, the hopping at $-d$ is not negative. A step towards the undistorted dimer, $x=-d+ds$ with $0<s\le1$, keeps it so and changes the energy by

$$E(-d+ds)-E(-d)=-Kd^2s\left(2-\tfrac s2\right)<0 .$$

Such steps can be arbitrarily short, so $-d$ is not a local minimum.

`IsLocalMin` means that no distortion in some neighbourhood has lower energy. For the forward direction, the proof takes a neighbourhood of radius $\varepsilon$ and picks $s$ as the smaller of $1$ and $\varepsilon/(2|d|)$, which keeps the step inside it. For the converse, continuity of the hopping supplies the neighbourhood `hev` on which the parabola applies. The equivalence holds for every real $t$; with $t>0$ it is a genuine coupling threshold, but only for this second minimum.

```lean
/-- For `K > 0` and nonzero coupling, the opposite distortion `-g/K` is a local minimum of
the adiabatic energy exactly when `g² > K t`. -/
theorem reversed_isLocalMin_iff {K g : ℝ} (t : ℝ) (hK : 0 < K) (hg : g ≠ 0) :
    IsLocalMin (adiabaticEnergy K t g) (-(g / K)) ↔ K * t < g ^ 2 := by
  have hK0 : K ≠ 0 := hK.ne'
  obtain ⟨d, rfl⟩ : ∃ d, g = K * d := ⟨g / K, by field_simp⟩
  have hd : K * d / K = d := by field_simp
  have hd0 : d ≠ 0 := right_ne_zero_of_mul hg
  have hP : 0 < K * d ^ 2 := by positivity
  rw [hd]
  constructor
  · intro h
    by_contra hcon
    have ht : K * d ^ 2 ≤ t := by
      refine le_of_mul_le_mul_left ?_ hK
      linarith [not_lt.mp hcon, show (K * d) ^ 2 = K * (K * d ^ 2) by ring]
    obtain ⟨ε, hε, hb⟩ := Metric.eventually_nhds_iff.mp h
    have hda : 0 < |d| := abs_pos.mpr hd0
    -- a small step towards the undistorted dimer lowers the energy
    obtain ⟨s, hs, hs1, hsε⟩ : ∃ s : ℝ, 0 < s ∧ s ≤ 1 ∧ s ≤ ε / (2 * |d|) :=
      ⟨min 1 (ε / (2 * |d|)), lt_min one_pos (by positivity), min_le_left _ _,
        min_le_right _ _⟩
    have hdist : dist (-d + d * s) (-d) < ε := by
      rw [Real.dist_eq, show -d + d * s - -d = d * s by ring, abs_mul, abs_of_pos hs]
      have h3 := (le_div_iff₀ (by positivity : 0 < 2 * |d|)).mp hsε
      linarith
    have hE := hb hdist
    have hPs : 0 < K * d ^ 2 * s := mul_pos hP hs
    have hu0 : 0 ≤ t + K * d * -d := by linarith
    have hu1 : 0 ≤ t + K * d * (-d + d * s) := by linarith
    rw [adiabaticEnergy, adiabaticEnergy, abs_of_nonneg hu0, abs_of_nonneg hu1] at hE
    linarith [mul_nonneg hPs.le (sub_nonneg.mpr hs1)]
  · intro h
    have h0 : t + K * d * -d < 0 := by
      have : t < K * d ^ 2 := by
        refine lt_of_mul_lt_mul_left ?_ hK.le
        linarith [show (K * d) ^ 2 = K * (K * d ^ 2) by ring]
      linarith
    have hc : Continuous fun x : ℝ => t + K * d * x := by fun_prop
    -- the hopping stays reversed in a neighbourhood, where the energy is a parabola
    have hev : ∀ᶠ x in 𝓝 (-d), t + K * d * x < 0 :=
      (isOpen_lt hc continuous_const).mem_nhds h0
    refine Filter.Eventually.mono hev fun x hx => ?_
    change adiabaticEnergy K t (K * d) (-d) ≤ adiabaticEnergy K t (K * d) x
    rw [adiabaticEnergy, adiabaticEnergy, abs_of_neg h0, abs_of_neg hx]
    linarith [mul_nonneg hK.le (sq_nonneg (x + d))]
```

## Two ground-state distortions at zero bare hopping

At $t=0$ the offset $2t$ between the branches vanishes. The energy $E(x)=\tfrac12Kx^2-|gx|$ is even in $x$, and

$$E(x)+\frac{g^2}{2K}=\begin{cases}\tfrac12K(x-d)^2,&gx\ge0,\\[2pt]\tfrac12K(x+d)^2,&gx\le0.\end{cases}$$

Both $g/K$ and $-g/K$ are therefore global minimisers, and they differ when $g\ne0$. Uniqueness at nonzero coupling thus requires $t\ne0$. The proof compares both energies with that at an arbitrary $x$, using the squares `hm` and `hp`.

```lean
/-- For `K > 0` and vanishing bare hopping, the distortions `g/K` and `-g/K` both minimise
the adiabatic energy. -/
theorem zero_hopping_two_minima {K : ℝ} (g x : ℝ) (hK : 0 < K) :
    adiabaticEnergy K 0 g (g / K) ≤ adiabaticEnergy K 0 g x ∧
      adiabaticEnergy K 0 g (-(g / K)) ≤ adiabaticEnergy K 0 g x := by
  have hK0 : K ≠ 0 := hK.ne'
  obtain ⟨d, rfl⟩ : ∃ d, g = K * d := ⟨g / K, by field_simp⟩
  have hd : K * d / K = d := by field_simp
  have hP : 0 ≤ K * d ^ 2 := by positivity
  have h1 : 0 ≤ 0 + K * d * d := by linarith
  have h2 : 0 + K * d * -d ≤ 0 := by linarith
  rw [hd]
  simp only [adiabaticEnergy]
  rw [abs_of_nonneg h1, abs_of_nonpos h2]
  have hm := mul_nonneg hK.le (sq_nonneg (x - d))
  have hp := mul_nonneg hK.le (sq_nonneg (x + d))
  rcases le_total 0 (0 + K * d * x) with hu | hu
  · rw [abs_of_nonneg hu]
    constructor <;> linarith
  · rw [abs_of_nonpos hu]
    constructor <;> linarith

end

end BondPolaronDimer
```

```lean
#print axioms BondPolaronDimer.polaron_ground_state
-- 'BondPolaronDimer.polaron_ground_state' depends on axioms: [propext, Classical.choice, Quot.sound]
#print axioms BondPolaronDimer.no_threshold
-- 'BondPolaronDimer.no_threshold' depends on axioms: [propext, Classical.choice, Quot.sound]
#print axioms BondPolaronDimer.reversed_isLocalMin_iff
-- 'BondPolaronDimer.reversed_isLocalMin_iff' depends on axioms: [propext, Classical.choice, Quot.sound]
#print axioms BondPolaronDimer.zero_hopping_two_minima
-- 'BondPolaronDimer.zero_hopping_two_minima' depends on axioms: [propext, Classical.choice, Quot.sound]
```
